# A Gershgorin lower bound for the band energy of a finite Hermitian matrix

For a finite Hermitian matrix H, subtract from each diagonal element the moduli of the other elements in its row:

d_i = H_ii − Σ_{j≠i} |H_ij|.

Then, for every N up to the dimension of H, the sum of the N lowest eigenvalues is at least the sum of the N smallest d_i.

## Band energy from on-site energies and hoppings

In a tight-binding model, H_ii is the energy of an electron on site i and H_ij is the hopping amplitude between sites i and j. At zero temperature, N non-interacting electrons of one spin fill the N lowest eigenstates, and the sum of their eigenvalues is the band energy. Hopping can lower this energy below that of isolated sites. The bound limits the lowering using the matrix elements alone, so for non-interacting electrons in a finite orthonormal basis it gives a check on a computed band energy without a second diagonalisation.

The Gershgorin interval of site i is centred at H_ii and has half-width Σ_{j≠i} |H_ij|, so d_i is its lower edge. For N = 1 the bound is the smallest of these lower edges. For larger N the theorem concerns the sum of the levels. The inequality between quadratic forms derived below also bounds single levels: by the min-max principle, the k-th lowest eigenvalue is at least the k-th smallest d_i. That statement is not formalised here. Both are lower bounds only.

## Filling energies as minima over sets of levels

For real levels f_i, let E_N(f) be the minimum of Σ_{i∈s} f_i over all sets s of N distinct levels. With ε for the eigenvalues of H, the result reads

E_N(d) ≤ E_N(ε).

In Lean, the finite type `n` labels the sites, and `fillingEnergy f N hN` is E_N(f). The hypothesis `hN` says that N does not exceed the number of levels, so there is a set to minimise over. The d_i are called `gershgorinLevel H i`; they are the lower edges of the Gershgorin intervals and in general not eigenvalues. The definition takes `(H i i).re` because the entries are complex numbers, although the diagonal of a Hermitian matrix is real.

The main theorem, `gershgorin_band_energy`, assumes only `H.IsHermitian` and `hN`. The eigenvalues `hH.eigenvalues` are counted with multiplicity; they too are indexed by `n`, but there the index labels an eigenstate and not a site. For N = 0 both sides are zero.

The band energy is in general not the total energy of a material. Tight-binding models of total energies commonly add further terms, such as a repulsion between the atoms, and the theorem does not bound these.

## Fractional occupations cost at least the aufbau energy

Let s be a set of N levels that attains E_N(f). If some i in s had f_i > f_j for a j outside s, moving a particle from i to j would lower the minimum. Hence no filled level lies above an empty one.

Now take occupations w_i with 0 ≤ w_i ≤ 1 and Σ_i w_i = N. If N = 0, all w_i vanish and both energies are zero. Otherwise let f_m be the highest level in s.

- For i in s, f_i − f_m ≤ 0 and w_i ≤ 1, so w_i(f_i − f_m) ≥ f_i − f_m.
- For i outside s, f_i ≥ f_m, so w_i(f_i − f_m) ≥ 0.

Summing over all i gives

Σ_i w_i f_i − N f_m ≥ Σ_{i∈s} f_i − N f_m,

and therefore Σ_i w_i f_i ≥ E_N(f).

## Hopping terms bounded by site weights

For any vector x,

⟨x,Hx⟩ = Σ_i H_ii |x_i|² + Σ_{i≠j} Re(x_i* H_ij x_j).

Since (|x_i| − |x_j|)² ≥ 0, each hopping term satisfies

Re(x_i* H_ij x_j) ≥ −|H_ij| |x_i| |x_j| ≥ −|H_ij| (|x_i|² + |x_j|²)/2.

Because |H_ij| = |H_ji|, the two halves contribute equally to the double sum, and

⟨x,Hx⟩ ≥ Σ_i H_ii |x_i|² − Σ_i Σ_{j≠i} |H_ij| |x_i|² = Σ_i d_i |x_i|².

## From orthonormal orbitals to eigenvalues

Let v_k be N orthonormal orbitals, and let w_i = Σ_k |v_k(i)|² be the occupation of site i. Bessel's inequality for the unit vector on site i gives w_i ≤ 1, and normalisation gives Σ_i w_i = N. The two previous bounds combine to

Σ_k ⟨v_k,Hv_k⟩ ≥ Σ_i d_i w_i ≥ E_N(d).

Choosing eigenvectors for the N lowest eigenvalues turns the left side into E_N(ε), which is the result.

If every on-site energy is at least e and the hopping moduli from each site sum to at most W, then every d_i ≥ e − W, so

E_N(ε) ≥ N(e − W).

Here W bounds a hopping sum; it is not the bandwidth, for which the same letter is often used.

```lean
import Mathlib

open Matrix

namespace GershgorinBandEnergy

noncomputable section

variable {n : Type*} [Fintype n] [DecidableEq n]

/-- The lowest total energy of `N` particles placed in distinct levels with energies `f`,
where `N` is at most the number of levels. -/
def fillingEnergy (f : n → ℝ) (N : ℕ) (hN : N ≤ Fintype.card n) : ℝ :=
  (Finset.powersetCard N (Finset.univ : Finset n)).inf'
    (Finset.powersetCard_nonempty.2 (by simpa using hN)) (fun s => ∑ i ∈ s, f i)

/-- The Gershgorin level of site `i`: its on-site energy minus the sum of the moduli of
all hoppings from it. -/
def gershgorinLevel (H : Matrix n n ℂ) (i : n) : ℝ :=
  (H i i).re - ∑ j ∈ Finset.univ.erase i, ‖H i j‖

omit [DecidableEq n] in
/-- Any choice of `N` distinct levels costs at least the filling energy. -/
theorem fillingEnergy_le (f : n → ℝ) {N : ℕ} (hN : N ≤ Fintype.card n) {s : Finset n}
    (hs : s.card = N) : fillingEnergy f N hN ≤ ∑ i ∈ s, f i :=
  Finset.inf'_le (f := fun s : Finset n => ∑ i ∈ s, f i)
    (Finset.mem_powersetCard.2 ⟨Finset.subset_univ s, hs⟩)

/-- The filling energy is attained by a set of `N` levels, none of which lies above an
empty level. -/
theorem exists_aufbau (f : n → ℝ) {N : ℕ} (hN : N ≤ Fintype.card n) :
    ∃ s : Finset n, s.card = N ∧ (∀ i ∈ s, ∀ j ∉ s, f i ≤ f j) ∧
      fillingEnergy f N hN = ∑ i ∈ s, f i := by
  have hne : (Finset.powersetCard N (Finset.univ : Finset n)).Nonempty :=
    Finset.powersetCard_nonempty.2 (by simpa using hN)
  obtain ⟨s, hs, heq⟩ := Finset.exists_mem_eq_inf' hne (fun s => ∑ i ∈ s, f i)
  have hc : s.card = N := (Finset.mem_powersetCard.1 hs).2
  have heq' : fillingEnergy f N hN = ∑ i ∈ s, f i := heq
  refine ⟨s, hc, fun i hi j hj => ?_, heq'⟩
  by_contra hlt
  -- moving a particle from `i` down to `j` would lower the minimum
  have hj' : j ∉ s.erase i := fun h => hj (Finset.mem_of_mem_erase h)
  have hc' : (insert j (s.erase i)).card = N := by
    rw [Finset.card_insert_of_notMem hj', Finset.card_erase_add_one hi, hc]
  have h := fillingEnergy_le f hN hc'
  rw [Finset.sum_insert hj'] at h
  have h2 := Finset.add_sum_erase s f hi
  linarith [not_le.1 hlt]

/-- If no level in `s` lies above a level outside `s`, then fractional occupations between
0 and 1 with as many particles in total cost at least as much as filling `s`. -/
theorem aufbau_le_fractional (f w : n → ℝ) (s : Finset n)
    (hlow : ∀ i ∈ s, ∀ j ∉ s, f i ≤ f j) (h0 : ∀ i, 0 ≤ w i) (h1 : ∀ i, w i ≤ 1)
    (hw : ∑ i, w i = s.card) : ∑ i ∈ s, f i ≤ ∑ i, w i * f i := by
  rcases s.eq_empty_or_nonempty with rfl | hne
  · have hz : ∀ i ∈ Finset.univ, w i = 0 :=
      (Finset.sum_eq_zero_iff_of_nonneg (fun i _ => h0 i)).1 (by simpa using hw)
    have h : ∑ i, w i * f i = 0 :=
      Finset.sum_eq_zero fun i hi => by rw [hz i hi, zero_mul]
    rw [h, Finset.sum_empty]
  · -- the highest filled level `f m` plays the role of the Fermi level
    obtain ⟨m, hm, hmax⟩ := s.exists_max_image f hne
    have key : ∀ i, (if i ∈ s then f i - f m else 0) ≤ w i * (f i - f m) := by
      intro i
      split_ifs with hi
      · nlinarith [mul_nonneg (sub_nonneg.2 (h1 i)) (sub_nonneg.2 (hmax i hi))]
      · exact mul_nonneg (h0 i) (sub_nonneg.2 (hlow m hm i hi))
    have hsum := Finset.sum_le_sum (fun i (_ : i ∈ Finset.univ) => key i)
    have e1 : ∑ i, (if i ∈ s then f i - f m else 0) = ∑ i ∈ s, f i - s.card * f m := by
      rw [Finset.sum_ite_mem, Finset.univ_inter, Finset.sum_sub_distrib, Finset.sum_const,
        nsmul_eq_mul]
    have e2 : ∑ i, w i * (f i - f m) = ∑ i, w i * f i - s.card * f m := by
      simp only [mul_sub]
      rw [Finset.sum_sub_distrib, ← Finset.sum_mul, hw]
    linarith


/-- For Hermitian `H` and any vector `x`, normalised or not, the quadratic form `x† H x` is at least
that of the diagonal matrix made of the Gershgorin levels. -/
theorem gershgorin_form_le {H : Matrix n n ℂ} (hH : H.IsHermitian) (x : n → ℂ) :
    ∑ i, gershgorinLevel H i * ‖x i‖ ^ 2 ≤ (star x ⬝ᵥ H *ᵥ x).re := by
  -- `a` holds the hopping moduli, with zero diagonal
  obtain ⟨a, ha⟩ : ∃ a : n → n → ℝ, ∀ i j, a i j = if i = j then 0 else ‖H i j‖ :=
    ⟨_, fun _ _ => rfl⟩
  have hsym : ∀ i j, a i j = a j i := by
    intro i j
    by_cases h : i = j
    · rw [h]
    · rw [ha, ha, if_neg h, if_neg (Ne.symm h), ← hH.apply i j, norm_star]
  have hrow : ∀ i, ∑ j ∈ Finset.univ.erase i, ‖H i j‖ = ∑ j, a i j := by
    intro i
    rw [← Finset.add_sum_erase _ (a i) (Finset.mem_univ i), ha i i, if_pos rfl, zero_add]
    refine Finset.sum_congr rfl fun j hj => ?_
    rw [ha, if_neg (Finset.ne_of_mem_erase hj).symm]
  -- each hopping term is bounded by the two site weights
  have hterm : ∀ i j, (if i = j then (H i i).re * ‖x i‖ ^ 2 else 0)
      - a i j * (‖x i‖ ^ 2 + ‖x j‖ ^ 2) / 2 ≤ (star (x i) * (H i j * x j)).re := by
    intro i j
    by_cases h : i = j
    · subst h
      have h1 : (star (x i) * (H i i * x i)).re = (H i i).re * ‖x i‖ ^ 2 := by
        rw [Complex.sq_norm, Complex.normSq_apply]
        simp [Complex.mul_re, Complex.mul_im]
        ring
      rw [h1, ha, if_pos rfl, if_pos rfl]
      linarith
    · have h1 := Complex.abs_re_le_norm (star (x i) * (H i j * x j))
      rw [norm_mul, norm_mul, norm_star] at h1
      have h2 := neg_abs_le (star (x i) * (H i j * x j)).re
      simp only [ha, if_neg h]
      nlinarith [mul_nonneg (norm_nonneg (H i j)) (sq_nonneg (‖x i‖ - ‖x j‖))]
  have hs := Finset.sum_le_sum fun i (_ : i ∈ Finset.univ) =>
    Finset.sum_le_sum fun j (_ : j ∈ Finset.univ) => hterm i j
  have hswap : ∑ i, ∑ j, a i j * ‖x j‖ ^ 2 = ∑ i, ∑ j, a i j * ‖x i‖ ^ 2 := by
    rw [Finset.sum_comm]
    exact Finset.sum_congr rfl fun i _ => Finset.sum_congr rfl fun j _ => by rw [hsym j i]
  have hleft : ∑ i, ∑ j, ((if i = j then (H i i).re * ‖x i‖ ^ 2 else 0)
      - a i j * (‖x i‖ ^ 2 + ‖x j‖ ^ 2) / 2) = ∑ i, (H i i).re * ‖x i‖ ^ 2
      - (∑ i, ∑ j, a i j * ‖x i‖ ^ 2 + ∑ i, ∑ j, a i j * ‖x j‖ ^ 2) / 2 := by
    simp only [mul_add, add_div, Finset.sum_sub_distrib, Finset.sum_add_distrib,
      Finset.sum_ite_eq, Finset.mem_univ, if_true, ← Finset.sum_div]
  have hlev : ∑ i, gershgorinLevel H i * ‖x i‖ ^ 2
      = ∑ i, (H i i).re * ‖x i‖ ^ 2 - ∑ i, ∑ j, a i j * ‖x i‖ ^ 2 := by
    simp only [gershgorinLevel, hrow, sub_mul, Finset.sum_sub_distrib, Finset.sum_mul]
  have hright : (star x ⬝ᵥ H *ᵥ x).re = ∑ i, ∑ j, (star (x i) * (H i j * x j)).re := by
    simp only [dotProduct, Matrix.mulVec, Pi.star_apply, Finset.mul_sum, Complex.re_sum]
  rw [hlev, hright]
  linarith

/-- For Hermitian `H`, the total energy of any finite set of orthonormal orbitals is at least
the filling energy of as many particles in the Gershgorin levels. -/
theorem gershgorin_orbitals {ι : Type*} {H : Matrix n n ℂ} (hH : H.IsHermitian)
    {v : ι → EuclideanSpace ℂ n} (hv : Orthonormal ℂ v) (s : Finset ι)
    (hN : s.card ≤ Fintype.card n) :
    fillingEnergy (gershgorinLevel H) s.card hN
      ≤ ∑ k ∈ s, (star (v k).ofLp ⬝ᵥ H *ᵥ (v k).ofLp).re := by
  obtain ⟨u, hu, hlow, he⟩ := exists_aufbau (gershgorinLevel H) hN
  have hnorm : ∀ k, ∑ i, ‖(v k).ofLp i‖ ^ 2 = 1 := by
    intro k
    rw [← EuclideanSpace.norm_sq_eq, hv.1 k, one_pow]
  -- site occupations: at most one by Bessel's inequality, summing to the particle number
  have h := aufbau_le_fractional (gershgorinLevel H)
    (fun i => ∑ k ∈ s, ‖(v k).ofLp i‖ ^ 2) u hlow
    (fun i => Finset.sum_nonneg fun k _ => sq_nonneg _)
    (fun i => by
      have b := hv.sum_inner_products_le (s := s) (x := EuclideanSpace.single i (1 : ℂ))
      simpa [EuclideanSpace.inner_single_right] using b)
    (by rw [Finset.sum_comm]; simp [hnorm, hu])
  rw [he]
  refine h.trans ?_
  simp only [Finset.sum_mul]
  rw [Finset.sum_comm]
  refine Finset.sum_le_sum fun k _ => ?_
  refine le_trans (le_of_eq ?_) (gershgorin_form_le hH (v k).ofLp)
  exact Finset.sum_congr rfl fun i _ => mul_comm _ _

/-- Gershgorin bound for the band energy: for Hermitian `H`, the sum of the `N` lowest
eigenvalues is at least the sum of the `N` smallest Gershgorin levels. -/
theorem gershgorin_band_energy {H : Matrix n n ℂ} (hH : H.IsHermitian) {N : ℕ}
    (hN : N ≤ Fintype.card n) :
    fillingEnergy (gershgorinLevel H) N hN ≤ fillingEnergy hH.eigenvalues N hN := by
  obtain ⟨s, rfl, -, he⟩ := exists_aufbau hH.eigenvalues hN
  rw [he]
  refine (gershgorin_orbitals hH hH.eigenvectorBasis.orthonormal s hN).trans
    (le_of_eq (Finset.sum_congr rfl fun k _ => ?_))
  exact (hH.eigenvalues_eq k).symm

/-- If all on-site energies of a Hermitian `H` are at least `e` and the hopping moduli from
each site sum to at most `W`, the `N` lowest eigenvalues sum to at least `N (e - W)`. -/
theorem band_energy_uniform {H : Matrix n n ℂ} (hH : H.IsHermitian) {N : ℕ}
    (hN : N ≤ Fintype.card n) {e W : ℝ} (he : ∀ i, e ≤ (H i i).re)
    (hW : ∀ i, ∑ j ∈ Finset.univ.erase i, ‖H i j‖ ≤ W) :
    N * (e - W) ≤ fillingEnergy hH.eigenvalues N hN := by
  refine le_trans ?_ (gershgorin_band_energy hH hN)
  obtain ⟨s, rfl, -, h⟩ := exists_aufbau (gershgorinLevel H) hN
  rw [h, ← nsmul_eq_mul]
  exact Finset.card_nsmul_le_sum s _ _ fun i _ => sub_le_sub (he i) (hW i)


end

end GershgorinBandEnergy
```

```lean
#print axioms GershgorinBandEnergy.gershgorin_band_energy
#print axioms GershgorinBandEnergy.band_energy_uniform
```

```
'GershgorinBandEnergy.gershgorin_band_energy' depends on axioms: [propext, Classical.choice, Quot.sound]
'GershgorinBandEnergy.band_energy_uniform' depends on axioms: [propext, Classical.choice, Quot.sound]
```

## The steps of the proof in Lean

`fillingEnergy_le` says that any set of N levels costs at least the minimum. `exists_aufbau` takes a minimising set and argues by contradiction: `insert j (s.erase i)` is the set after the particle has moved, and `linarith` finds that its energy would be too low.

In `aufbau_le_fractional`, the statement `key` contains the two cases for filled and empty levels. The equations `e1` and `e2` evaluate the sums of its two sides, and the common term N f_m then cancels.

`gershgorin_form_le` stores the hopping moduli in an array `a` with zero diagonal. `hterm` is the estimate for one pair of sites, where `nlinarith` receives the square (|x_i| − |x_j|)² multiplied by |H_ij|. `hsym` is the symmetry of the moduli, and `hswap` uses it to equate the two halves of the double sum.

`gershgorin_orbitals` applies the occupation bound to the site weights. Here `s` is the set of orbitals and `u` the set of lowest Gershgorin levels. Bessel's inequality enters as `hv.sum_inner_products_le`, and exchanging the order of summation gives the total occupation. The theorem holds for any orthonormal orbitals, not only eigenvectors.

`gershgorin_band_energy` picks the lowest eigenvalues with `exists_aufbau`, inserts Mathlib's orthonormal eigenvectors, and uses `hH.eigenvalues_eq` to identify each expectation value with its eigenvalue. `band_energy_uniform` then bounds each of the N selected Gershgorin levels below by e − W.
